# On a one-dimensional periodic grid of three or more sites, the central-difference net force of a local potential vanishes for every positive density only if the potential is affine

A net exchange-correlation force that shows up in a local-density calculation on a grid is readily taken for a programming error, since the continuum expression gives exactly zero. With central differences on a one-dimensional periodic grid of at least three sites, every local potential that is not affine in the density produces such a force for some positive density, however correct the code.

```lean
import Mathlib

open Finset

namespace GridZeroForce

noncomputable section

variable {N : ℕ} [NeZero N]

/-- The net force on a density `n` on a periodic grid of `N` sites in the local potential
`v (n j)`, with the gradient taken by central differences. The grid spacing cancels between
the quadrature weight and the difference quotient. -/
def gridForce (v : ℝ → ℝ) (n : ZMod N → ℝ) : ℝ :=
  -(1 / 2) * ∑ j, n j * (v (n (j + 1)) - v (n (j - 1)))

/-- On a ring of at least two sites, the density with value `a` on site 0, `b` on site 1 and `c` on
all other sites. -/
def threeLevel (a b c : ℝ) : ZMod N → ℝ :=
  fun j => if j = 0 then a else if j = 1 then b else c

/-- The local exchange potential, proportional to the cube root of the density, with
strength `C`; it is meant for nonnegative densities. -/
def exchangePotential (C x : ℝ) : ℝ := -C * x ^ (1 / 3 : ℝ)

/-- The net force is a sum over the bonds of the ring, and each bond contributes a term
antisymmetric in the densities at its two ends. -/
theorem gridForce_eq_bonds (v : ℝ → ℝ) (n : ZMod N → ℝ) :
    gridForce v n = -(1 / 2) * ∑ j, (n j * v (n (j + 1)) - n (j + 1) * v (n j)) := by
  -- shift the summation index by one site in the backward term
  have h := Equiv.sum_comp (Equiv.addRight (1 : ZMod N)) (fun j => n j * v (n (j - 1)))
  simp only [Equiv.coe_addRight, add_sub_cancel_right] at h
  unfold gridForce
  simp only [mul_sub, Finset.sum_sub_distrib]
  rw [h]

/-- On a ring of at least three sites, the net force on a three-level density is given by a
closed formula that does not depend on the number of sites. -/
theorem gridForce_threeLevel (hN : 3 ≤ N) (v : ℝ → ℝ) (a b c : ℝ) :
    gridForce v (threeLevel a b c : ZMod N → ℝ) =
      -(1 / 2) * (a * (v b - v c) + b * (v c - v a) + c * (v a - v b)) := by
  -- the sites -1, 0, 1 are distinct because the ring has at least three sites
  have h2 : (2 : ZMod N) ≠ 0 := by
    intro h
    have hd : N ∣ 2 := (CharP.cast_eq_zero_iff (ZMod N) N 2).1 (by exact_mod_cast h)
    have hle := Nat.le_of_dvd (by norm_num) hd
    omega
  have h1 : (1 : ZMod N) ≠ 0 := fun h => h2 (by linear_combination 2 * h)
  have hm : (-1 : ZMod N) ≠ 0 := neg_ne_zero.2 h1
  have hm1 : (-1 : ZMod N) ≠ 1 := fun h => h2 (by linear_combination (-1 : ZMod N) * h)
  have h11 : (1 + 1 : ZMod N) ≠ 0 := fun h => h2 (by linear_combination h)
  have h111 : (1 + 1 : ZMod N) ≠ 1 := fun h => h1 (by linear_combination h)
  have t0 : threeLevel a b c (0 : ZMod N) = a := by simp [threeLevel]
  have t1 : threeLevel a b c (1 : ZMod N) = b := by simp [threeLevel, h1]
  have tc : ∀ j : ZMod N, j ≠ 0 → j ≠ 1 → threeLevel a b c j = c := by
    intro j h h'
    simp [threeLevel, h, h']
  rw [gridForce_eq_bonds,
    ← Finset.sum_subset (Finset.subset_univ ({-1, 0, 1} : Finset (ZMod N)))]
  · -- the three bonds whose ends can carry different densities
    rw [Finset.sum_insert (by
        simp only [Finset.mem_insert, Finset.mem_singleton, not_or]
        exact ⟨hm, hm1⟩),
      Finset.sum_insert (by
        simp only [Finset.mem_singleton]
        exact h1.symm),
      Finset.sum_singleton]
    rw [neg_add_cancel, zero_add, t0, t1, tc _ hm hm1, tc _ h11 h111]
    ring
  · -- every other bond joins two sites of density c
    intro j _ hj
    simp only [Finset.mem_insert, Finset.mem_singleton, not_or] at hj
    obtain ⟨ha, hb, hc⟩ := hj
    rw [tc j hb hc, tc (j + 1) (fun h => ha (eq_neg_of_add_eq_zero_left h))
      (fun h => hb (by linear_combination h))]
    ring

/-- On a ring of at least three sites, the central-difference net force of a local potential
vanishes for every positive density if and only if the potential is an affine function of
the density on the positive reals. -/
theorem gridForce_eq_zero_iff_affine (hN : 3 ≤ N) (v : ℝ → ℝ) :
    (∀ n : ZMod N → ℝ, (∀ j, 0 < n j) → gridForce v n = 0) ↔
      ∃ α β : ℝ, ∀ x, 0 < x → v x = α * x + β := by
  constructor
  · intro h
    -- the line through the values of v at densities 1 and 2
    refine ⟨v 2 - v 1, 2 * v 1 - v 2, fun x hx => ?_⟩
    have hf := h (threeLevel 1 2 x) (by
      intro j
      unfold threeLevel
      split_ifs <;> linarith)
    rw [gridForce_threeLevel hN] at hf
    linear_combination (-2) * hf
  · rintro ⟨α, β, hv⟩ n hn
    -- the slope cancels on each bond, and the constant telescopes around the ring
    have hs := Equiv.sum_comp (Equiv.addRight (1 : ZMod N)) n
    simp only [Equiv.coe_addRight] at hs
    have hb : ∀ j, n j * v (n (j + 1)) - n (j + 1) * v (n j) = β * (n j - n (j + 1)) := by
      intro j
      rw [hv _ (hn j), hv _ (hn (j + 1))]
      ring
    rw [gridForce_eq_bonds, Finset.sum_congr rfl (fun j _ => hb j), ← Finset.mul_sum,
      Finset.sum_sub_distrib, hs]
    ring

/-- On a ring of at least three sites, the local exchange potential of strength `C` exerts
the net force `-6 C` on the density with values 1, 8, and 27 on all remaining sites. -/
theorem gridForce_exchange (hN : 3 ≤ N) (C : ℝ) :
    gridForce (exchangePotential C) (threeLevel 1 8 27 : ZMod N → ℝ) = -6 * C := by
  have h8 : (8 : ℝ) ^ (1 / 3 : ℝ) = 2 := by
    rw [show (8 : ℝ) = 2 ^ (3 : ℝ) by norm_num, ← Real.rpow_mul (by norm_num)]
    norm_num
  have h27 : (27 : ℝ) ^ (1 / 3 : ℝ) = 3 := by
    rw [show (27 : ℝ) = 3 ^ (3 : ℝ) by norm_num, ← Real.rpow_mul (by norm_num)]
    norm_num
  rw [gridForce_threeLevel hN]
  unfold exchangePotential
  rw [h8, h27, Real.one_rpow]
  ring

/-- A density that is symmetric under a reflection `j ↦ s - j` of the ring feels no net
force, whatever the local potential. -/
theorem gridForce_eq_zero_of_mirror (v : ℝ → ℝ) (n : ZMod N → ℝ) (s : ZMod N)
    (h : ∀ j, n (s - j) = n j) : gridForce v n = 0 := by
  have e1 : ∀ j, n (s - j + 1) = n (j - 1) := fun j => by
    rw [← h (j - 1)]
    congr 1
    ring
  have e2 : ∀ j, n (s - j - 1) = n (j + 1) := fun j => by
    rw [← h (j + 1)]
    congr 1
    ring
  -- the reflection exchanges forward and backward neighbours, so the sum is its own negative
  have key := Equiv.sum_comp (Equiv.subLeft s)
    (fun j => n j * (v (n (j + 1)) - v (n (j - 1))))
  simp only [Equiv.subLeft_apply, h, e1, e2] at key
  unfold gridForce
  simp only [mul_sub, Finset.sum_sub_distrib] at key ⊢
  linarith

/-- On a ring of two sites the central-difference net force vanishes for every local
potential and every density. -/
theorem gridForce_two_sites (v : ℝ → ℝ) (n : ZMod 2 → ℝ) : gridForce v n = 0 := by
  -- the forward and backward neighbours are the same site
  have h : ∀ j : ZMod 2, j + 1 = j - 1 := by decide
  simp [gridForce, h]

end

end GridZeroForce
```

```lean
#print axioms GridZeroForce.gridForce_eq_zero_iff_affine
-- 'GridZeroForce.gridForce_eq_zero_iff_affine' depends on axioms: [propext, Classical.choice, Quot.sound]
#print axioms GridZeroForce.gridForce_exchange
-- 'GridZeroForce.gridForce_exchange' depends on axioms: [propext, Classical.choice, Quot.sound]
#print axioms GridZeroForce.gridForce_eq_zero_of_mirror
-- 'GridZeroForce.gridForce_eq_zero_of_mirror' depends on axioms: [propext, Classical.choice, Quot.sound]
#print axioms GridZeroForce.gridForce_two_sites
-- 'GridZeroForce.gridForce_two_sites' depends on axioms: [propext, Classical.choice, Quot.sound]
```

## Which local potentials give zero force for every density

Let $N$ be the number of grid sites, not the number of electrons, as the letter often means in density functional theory. The sites $j$ form a ring, $n_j$ is the density at site $j$, and $v$ is a function that turns a density value into a potential value, so that the potential at site $j$ is $v(n_j)$. The net force is

$$F[n] = -\frac12 \sum_j n_j\,\bigl(v(n_{j+1}) - v(n_{j-1})\bigr).$$

The main theorem, `gridForce_eq_zero_iff_affine`, says that for $N \ge 3$ the force $F[n]$ is zero for every density with all $n_j > 0$ if and only if there are real numbers $\alpha$ and $\beta$ with $v(x) = \alpha x + \beta$ for all $x > 0$. No continuity or differentiability of $v$ is assumed. If $v$ is not affine on the positive reals, then at least one positive density feels a spurious force; other densities may still feel none.

Three further theorems give examples and limits:

- `gridForce_exchange` evaluates the force of the cube-root exchange potential on one particular density and finds $-6C$, where $C$ is the strength of the potential.
- `gridForce_eq_zero_of_mirror` says that a density with a mirror symmetry feels no net force for any $v$.
- `gridForce_two_sites` says that on two sites the force is zero for every $v$ and every density.

## From the zero-force condition to a sum over sites

Electrons cannot push their own centre of mass through their mutual interaction. For the exact exchange-correlation potential $v_{\mathrm{xc}}$ this gives the zero-force condition $\int n\,\nabla v_{\mathrm{xc}} = 0$. The local-density approximation satisfies it in the continuum. In one periodic dimension with coordinate $z$, let $e(n)$ be the exchange-correlation energy density as a function of the density $n$, so that $v = e'$. For smooth functions,

$$n\,\partial_z v(n) = \partial_z\bigl(n\,v(n) - e(n)\bigr),$$

and the integral of the right-hand side over a period is zero. This step uses the chain rule, which central differences do not obey in general.

A force is minus the gradient of a potential, so the net force in the continuum is $-\int n\,\partial_z v(n)\,dz$. On a grid of spacing $h$, the derivative becomes $(v(n_{j+1}) - v(n_{j-1}))/(2h)$ and the integral becomes $h\sum_j$. The two factors of $h$ cancel, which leaves the expression for $F[n]$ above. In Lean this is `gridForce v n`. The site labels have type `ZMod N`, the integers modulo $N$, so that `j + 1` and `j - 1` wrap around the ring. A density is any function `ZMod N → ℝ`, and positivity enters as the separate hypothesis `∀ j, 0 < n j`. The total number of electrons is not fixed: the main theorem ranges over positive densities of every total.

In the adiabatic local-density approximation of time-dependent density functional theory, the potential at each instant is $v$ of the density at that instant, so the result applies at each time step of a calculation that evaluates this force on a one-dimensional periodic grid. An affine $v$ occurs as the mean-field potential of a contact interaction, which is proportional to the density. The usual local exchange potential is not affine.

$F[n]$ is a discretised force integral. In general it is not the rate at which the potential changes the momentum of propagated orbitals: with a central-difference momentum operator, that rate involves products of orbital values on neighbouring sites, and not $n_j$ alone. A zero value of $F[n]$ therefore does not by itself guarantee that this momentum is conserved.

The theorem also concerns a fixed grid. For a smooth positive density and a smooth $v$, the sum tends to the continuum integral, hence to zero, as the grid is refined; this is a standard consistency argument, quoted here without a Lean proof.

## The force as a sum over bonds

Split the sum in $F[n]$ into its forward and backward parts. In the backward part, replace $j$ by $j+1$, which only relabels the sites of the ring:

$$\sum_j n_j\,v(n_{j-1}) = \sum_j n_{j+1}\,v(n_j).$$

Hence

$$F[n] = -\frac12\sum_j \bigl(n_j\,v(n_{j+1}) - n_{j+1}\,v(n_j)\bigr).$$

Each term belongs to the bond between $j$ and $j+1$ and changes sign when the two densities are exchanged. In particular, a bond between equal densities contributes nothing. This is `gridForce_eq_bonds`. The relabelling is `Equiv.sum_comp` applied to the shift `Equiv.addRight 1`, and the rest is distributing products and sums.

## Three density values are enough

Take the density `threeLevel a b c`, with $a$ on site 0, $b$ on site 1 and $c$ on all other sites. Only the bonds that start at $-1$, $0$ and $1$ can join different values. They contribute

$$\bigl(c\,v(a) - a\,v(c)\bigr) + \bigl(a\,v(b) - b\,v(a)\bigr) + \bigl(b\,v(c) - c\,v(b)\bigr).$$

Collecting the factors of $a$, $b$ and $c$ gives

$$F = -\frac12\bigl[a\,(v(b)-v(c)) + b\,(v(c)-v(a)) + c\,(v(a)-v(b))\bigr],$$

whatever the value of $N \ge 3$. For $N = 3$ the sites $-1$ and $2$ coincide, and the three bonds are the whole ring.

The proof of `gridForce_threeLevel` first shows that $2 \ne 0$ in `ZMod N`, because $N \ge 3$ does not divide 2. It follows that $-1$, $0$ and $1$ are distinct sites and that site $1+1$ carries the value $c$. `Finset.sum_subset` then restricts the sum to these three starting sites, which leaves two tasks: adding up the three terms, and checking that every other bond joins two values $c$ and so vanishes.

## Why the potential must lie on a line

Suppose that the force vanishes for every positive density. Choose $a = 1$, $b = 2$ and $c = x$ with $x > 0$. The closed formula gives

$$v(2) - v(x) + 2\,(v(x) - v(1)) + x\,(v(1) - v(2)) = 0,$$

and solving for $v(x)$ gives

$$v(x) = (v(2) - v(1))\,x + 2v(1) - v(2).$$

This is the line through the values of $v$ at densities 1 and 2. Since $x$ was any positive number, $v$ is affine on the positive reals. The Lean proof supplies this slope and intercept in its `refine` line, checks that the chosen density is positive, and solves the equation with `linear_combination`. The argument also locates an offending density: if $v$ leaves this line at some $x$, the density with values $1, 2, x, x, \ldots$ feels a net force.

Conversely, let $v(x) = \alpha x + \beta$ for $x > 0$. The bond term becomes

$$n_j(\alpha n_{j+1} + \beta) - n_{j+1}(\alpha n_j + \beta) = \beta\,(n_j - n_{j+1}).$$

The slope has cancelled on each bond. Summed over the ring, the differences $n_j - n_{j+1}$ give zero, because both parts run over the same sites. In Lean, `hb` is the bond identity and `hs` says that shifting the index leaves the total density unchanged.

## A number for local exchange

The definition `exchangePotential` is $v(x) = -C\,x^{1/3}$. The constant $C$ sets the strength of exchange; for the spin-unpolarised three-dimensional electron gas in Hartree atomic units it is $(3/\pi)^{1/3}$. In Lean it is an arbitrary real number.

On the density $1, 8, 27, 27, \ldots$ the potential takes the values $-C$, $-2C$ and $-3C$. The bracket in the closed formula is

$$1\cdot C + 8\cdot(-2C) + 27\cdot C = 12C,$$

so the force is $-6C$, which is nonzero whenever $C \ne 0$. The Lean proof evaluates the cube roots of 8 and 27 by writing these numbers as $2^3$ and $3^3$.

The site values add up to $S = 27N - 45$. Dividing the density by $S$, so that the values sum to one, multiplies the density by $S^{-1}$ and the potential by $S^{-1/3}$. The force becomes $-6C/S^{4/3}$, so normalisation changes its size but does not remove it.

## Densities that hide the force

Suppose that $n_{s-j} = n_j$ for some fixed site label $s$ and all $j$. Replacing $j$ by $s-j$ in the sum exchanges forward and backward neighbours, since $n_{s-j+1} = n_{j-1}$ and $n_{s-j-1} = n_{j+1}$. Therefore

$$\sum_j n_j\,(v(n_{j+1}) - v(n_{j-1})) = \sum_j n_j\,(v(n_{j-1}) - v(n_{j+1})).$$

The sum equals its own negative and is zero. In the proof, `e1` and `e2` are the two neighbour identities, `key` is the reflected sum, and `linarith` draws the conclusion. A check of the net force on a single symmetric peak centred on a site, or midway between two sites, therefore cannot reveal the spurious force.

## Two sites are too few

The bound $N \ge 3$ cannot be lowered to $N \ge 2$. On two sites, the forward and backward neighbours of a site are the same site, so every difference $v(n_{j+1}) - v(n_{j-1})$ is zero. The potential $v(x) = x^2$ then gives no force on any density, although it is not affine. The proof of `gridForce_two_sites` confirms `j + 1 = j - 1` for both sites with `decide`, and simplification finishes it.
